# For real orthonormal orbitals, the canonical-metric gradient is $G - CG^TC$

A self-consistent-field energy can be minimised directly in the coefficients of the occupied orbitals. Let these be the columns of a real $n\times k$ matrix $C$ in an orthonormal basis, so that $C^TC=1$, and let $G_{ij}=\partial E/\partial C_{ij}$ be the derivatives of the energy with all coefficients treated as independent. A step along $-G$ generally spoils orthonormality already at first order. The direction wanted is one that respects the constraint and still encodes the energy change for every allowed variation. Which direction that is can depend on how the length of a variation is measured.

## Tangent variations and the gradient formula

Differentiating $C^TC=1$ gives $X^TC+C^TX=0$ for an allowed first-order variation $X$. Such an $X$ is called tangent: $C^TX$ is antisymmetric. Lengths are measured with the canonical metric

$$g(X,Y)=\operatorname{tr}\!\big(X^T(1-\tfrac12CC^T)Y\big)=\operatorname{tr}(X^TY)-\tfrac12\operatorname{tr}\!\big((C^TX)^T(C^TY)\big),$$

which gives rotations among the occupied orbitals half the weight they have in the Frobenius product. The claim is that $D=G-CG^TC$ is the only tangent matrix with $g(D,X)=\operatorname{tr}(G^TX)$ for every tangent $X$.

**Tangency.** Write $S=C^TG$. Since $C^TC=1$, we have $C^TD=S-S^T$, which is antisymmetric.

**The energy change.** Let $X$ be tangent and put $K=C^TX$, so $K^T=-K$. From $D^T=G^T-C^TGC^T$,

$$g(D,X)=\operatorname{tr}(G^TX)-\operatorname{tr}(SK)-\tfrac12\operatorname{tr}\!\big((S^T-S)K\big)
=\operatorname{tr}(G^TX)-\tfrac12\operatorname{tr}\!\big((S+S^T)K\big).$$

Transposing inside the trace gives $\operatorname{tr}(S^TK)=\operatorname{tr}(K^TS)=-\operatorname{tr}(SK)$, so the last term vanishes.

**Uniqueness.** With $\|M\|^2=\operatorname{tr}(M^TM)$, orthonormality gives $\|X-CC^TX\|^2=\|X\|^2-\|C^TX\|^2$. Therefore

$$2g(X,X)=2\|X\|^2-\|C^TX\|^2=\|X\|^2+\|X-CC^TX\|^2,$$

which is positive unless $X=0$. If two tangent matrices both satisfy the condition, their difference $Z$ is tangent and has $g(Z,X)=0$ for all tangent $X$. Taking $X=Z$ gives $Z=0$.

Orthonormality matters even for one orbital in one dimension. Take $C=2$ and $G=1$. The formula gives $D=1-4=-3$, but $C^TD=-6$ is not antisymmetric. The tangency of $D$ matters too: for $C=1$ the only tangent $X$ is zero, so every number $D$ satisfies the trace condition, and only tangency selects $D=0$.

## From the gradient to a finite orbital rotation

Define $W=GC^T-CG^T$. It is antisymmetric, and $WC=G-CG^TC=D$, so the gradient is an infinitesimal rotation of the orbitals. Moreover,

$$\operatorname{tr}(W^TW)=\operatorname{tr}(W^TGC^T)-\operatorname{tr}(W^TCG^T)
=\operatorname{tr}(G^TWC)+\operatorname{tr}(WCG^T)=2\operatorname{tr}(G^TD).$$

The slope of the energy along $D$ is thus $\tfrac12\|W\|^2$, and along $-D$ it is the negative of this.

For a finite step of real length $\tau$, let $W$ act on the midpoint of the old and new orbitals:

$$C'=C-\tfrac{\tau}{2}W(C+C').$$

With $A=\tfrac{\tau}{2}W$ this is the linear system $(1+A)C'=(1-A)C$. If $(1+A)v=0$, then $0=v^Tv+v^TAv=v^Tv$, because $v^TAv$ equals its own negative. Hence $v=0$, the matrix $1+A$ is invertible, and there is exactly one $C'$. To see that $C'$ is orthonormal, put $M=C+C'$, so that $C'-C=-AM$ and

$$2(C'^TC'-C^TC)=(C'-C)^TM+M^T(C'-C)=-M^T(A^T+A)M=0.$$

In a program with singly occupied orbitals, suppose the energy depends on $P=CC^T$ and has the symmetric Fock matrix $F$ as its derivative with respect to $P$. Then $G=2FC$ and $W=2(FP-PF)$, the familiar SCF commutator residual up to a factor. Here $C^TG=2C^TFC$ is symmetric, so $D=G-CC^TG$, which is also the gradient for the Frobenius product. With doubly occupied spatial orbitals the derivative with respect to $P$ is $2F$ instead, which doubles $G$, $W$ and $D$. One iteration builds $F$, forms $W$, solves the linear system for $C'$ and adjusts $\tau$ by a line search, since preserving orthonormality does not ensure that the energy falls. When $k$ is much smaller than $n$, the factorisation $W=[G,\,C]\,[C,\,-G]^T$ reduces the solve to a $2k\times2k$ system.

## Orbitals, metric and step as Lean definitions

The basis functions and the occupied orbitals are indexed by finite types `n` and `k`.

```lean
import Mathlib

open Matrix

namespace StiefelCanonicalGradient

noncomputable section

variable {n k : Type*} [Fintype n] [Fintype k] [DecidableEq n] [DecidableEq k]
```

Tangency is the antisymmetry condition, stated for any real matrices `C` and `X`. Orthonormality is not part of it and enters the theorems as the hypothesis `hC : Cᵀ * C = 1`.

```lean
/-- A variation `X` of the orbitals `C` is tangent when `Cᵀ X` is antisymmetric. -/
def IsTangent (C X : Matrix n k ℝ) : Prop := (Cᵀ * X)ᵀ = -(Cᵀ * X)
```

The metric is defined for all pairs of matrices, tangent or not.

```lean
/-- The canonical metric `tr (Xᵀ (1 - C Cᵀ / 2) Y)` on orbital variations. -/
def canonicalMetric (C X Y : Matrix n k ℝ) : ℝ :=
  trace (Xᵀ * (1 - (1 / 2 : ℝ) • (C * Cᵀ)) * Y)
```

The name `canonicalGradient` at first denotes only a formula. That it deserves the name is the content of `canonicalGradient_unique`.

```lean
/-- The matrix `G - C Gᵀ C` built from the orbitals `C` and the Euclidean derivative `G`. -/
def canonicalGradient (C G : Matrix n k ℝ) : Matrix n k ℝ := G - C * Gᵀ * C
```

The matrix `G` is arbitrary: no energy function appears in the file, and reading `trace (Gᵀ * X)` as a first-order energy change requires `G` to be the derivative of one. The generator is built from the same two matrices.

```lean
/-- The orbital-rotation generator `W = G Cᵀ - C Gᵀ`. -/
def generator (C G : Matrix n k ℝ) : Matrix n n ℝ := G * Cᵀ - C * Gᵀ
```

The step is a relation between old and new orbitals, because the new ones occur on both sides of the equation.

```lean
/-- `C'` is a Cayley step from `C` with real step length `τ`: the generator acts on the midpoint of
the old and new orbitals. -/
def IsCayleyStep (C G : Matrix n k ℝ) (τ : ℝ) (C' : Matrix n k ℝ) : Prop :=
  C' = C - ((τ / 2) • generator C G) * (C + C')
```

These definitions fix the setting as real orbitals in a finite orthonormal basis. For a basis with overlap matrix $S_{\mathrm b}$, one first passes to $S_{\mathrm b}^{1/2}C$ and $S_{\mathrm b}^{-1/2}G$.

## Positivity of the metric

The first lemma is the expansion of $g$ into two traces. It holds for every `C`, and distributing the products proves it.

```lean
omit [DecidableEq k] in
/-- The canonical metric is the Frobenius product of `X` and `Y` minus half the Frobenius product of
`Cᵀ X` and `Cᵀ Y`. -/
theorem canonicalMetric_eq (C X Y : Matrix n k ℝ) :
    canonicalMetric C X Y
      = trace (Xᵀ * Y) - 1 / 2 * trace ((Cᵀ * X)ᵀ * (Cᵀ * Y)) := by
  simp only [canonicalMetric, Matrix.mul_sub, Matrix.sub_mul, Matrix.mul_one,
    Matrix.mul_smul, Matrix.smul_mul, trace_sub, trace_smul, smul_eq_mul,
    transpose_mul, transpose_transpose, Matrix.mul_assoc]
```

Positivity can fail when the orbitals are not orthonormal: for $C=2$ and $X=1$ the metric gives $g(X,X)=-1$. For orthonormal orbitals it holds for every nonzero `X`, not only for tangent ones. In the proof, `hsum` writes $\|M\|^2$ as a sum of squared entries. From this come `hnn`, that the norm is nonnegative, and `hpos`, that it is strictly positive for `X`. The trace of the matrix identity `hR` is the formula for $\|X-CC^TX\|^2$, and `linarith` combines it with the expanded metric.

```lean
/-- For orthonormal orbitals the canonical metric is positive on every nonzero variation. -/
theorem canonicalMetric_pos {C X : Matrix n k ℝ} (hC : Cᵀ * C = 1) (hX : X ≠ 0) :
    0 < canonicalMetric C X X := by
  have hsum : ∀ M : Matrix n k ℝ, trace (Mᵀ * M) = ∑ j, ∑ i, M i j ^ 2 := by
    intro M
    simp [Matrix.trace, Matrix.mul_apply, pow_two]
  have hnn : ∀ M : Matrix n k ℝ, 0 ≤ trace (Mᵀ * M) := by
    intro M
    rw [hsum]
    exact Finset.sum_nonneg fun j _ => Finset.sum_nonneg fun i _ => sq_nonneg _
  have hpos : 0 < trace (Xᵀ * X) := by
    refine lt_of_le_of_ne (hnn X) fun h => hX ?_
    rw [hsum] at h
    ext i j
    have h1 := (Finset.sum_eq_zero_iff_of_nonneg (fun j _ =>
      Finset.sum_nonneg fun i _ => sq_nonneg (X i j))).mp h.symm j (Finset.mem_univ j)
    have h2 := (Finset.sum_eq_zero_iff_of_nonneg (fun i _ =>
      sq_nonneg (X i j))).mp h1 i (Finset.mem_univ i)
    simpa using h2
  -- the part of `X` outside the occupied space has nonnegative squared norm
  have e : Cᵀ * (C * (Cᵀ * X)) = Cᵀ * X := by
    rw [← Matrix.mul_assoc Cᵀ C, hC, Matrix.one_mul]
  have hR : (X - C * (Cᵀ * X))ᵀ * (X - C * (Cᵀ * X))
      = Xᵀ * X - (Cᵀ * X)ᵀ * (Cᵀ * X) := by
    simp only [transpose_sub, transpose_mul, transpose_transpose, Matrix.sub_mul,
      Matrix.mul_sub, Matrix.mul_assoc, e]
    abel
  have h := hnn (X - C * (Cᵀ * X))
  rw [hR, trace_sub] at h
  rw [canonicalMetric_eq]
  linarith
```

## Existence and uniqueness of the gradient

The main theorem is an equivalence for an arbitrary matrix `D`. The left side says that `D` is tangent and that its canonical product with each tangent `X` is `trace (Gᵀ * X)`. The right side says that `D` is $G-CG^TC$. Read from right to left, the equivalence says that the formula has the required properties; read from left to right, that nothing else does.

In the proof, `hCD` computes $C^T(G-CG^TC)=S-S^T$, and `htan` deduces that the formula is tangent. Within `hrep`, the statement `hanti` is $\operatorname{tr}(S^TK)=-\operatorname{tr}(SK)$, after which `ring` cancels the remaining terms. For uniqueness, the proof supposes that `D` differs from the formula. The difference is tangent by `hE` and has positive length by `canonicalMetric_pos`, yet `hsub` and the two trace conditions make that length zero.

```lean
/-- For orthonormal orbitals `C`, the matrix `G - C Gᵀ C` is the one and only tangent variation
whose canonical product with every tangent `X` is `tr (Gᵀ X)`. -/
theorem canonicalGradient_unique {C : Matrix n k ℝ} (hC : Cᵀ * C = 1)
    (G D : Matrix n k ℝ) :
    (IsTangent C D ∧ ∀ X, IsTangent C X → canonicalMetric C D X = trace (Gᵀ * X))
      ↔ D = canonicalGradient C G := by
  have hCD : Cᵀ * canonicalGradient C G = Cᵀ * G - Gᵀ * C := by
    rw [canonicalGradient, Matrix.mul_sub, Matrix.mul_assoc C, ← Matrix.mul_assoc Cᵀ C,
      hC, Matrix.one_mul]
  have htan : IsTangent C (canonicalGradient C G) := by
    unfold IsTangent
    rw [hCD]
    simp only [transpose_sub, transpose_mul, transpose_transpose, neg_sub]
  have hrep : ∀ X, IsTangent C X →
      canonicalMetric C (canonicalGradient C G) X = trace (Gᵀ * X) := by
    intro X hX
    -- a matrix and its transpose pair oppositely with an antisymmetric matrix
    have hanti : trace (Gᵀ * C * (Cᵀ * X)) = -trace (Cᵀ * G * (Cᵀ * X)) := by
      have h1 : (Gᵀ * C * (Cᵀ * X))ᵀ = -((Cᵀ * X) * (Cᵀ * G)) := by
        rw [transpose_mul, hX, transpose_mul, transpose_transpose, Matrix.neg_mul]
      rw [← trace_transpose (Gᵀ * C * (Cᵀ * X)), h1, trace_neg,
        trace_mul_comm (Cᵀ * X) (Cᵀ * G)]
    have h2 : (canonicalGradient C G)ᵀ * X = Gᵀ * X - Cᵀ * G * (Cᵀ * X) := by
      simp only [canonicalGradient, transpose_sub, transpose_mul, transpose_transpose,
        Matrix.sub_mul, Matrix.mul_assoc]
    have h3 : (Cᵀ * G - Gᵀ * C)ᵀ = Gᵀ * C - Cᵀ * G := by
      simp only [transpose_sub, transpose_mul, transpose_transpose]
    rw [canonicalMetric_eq, hCD, h2, h3, Matrix.sub_mul, trace_sub, trace_sub, hanti]
    ring
  constructor
  · rintro ⟨hD, hDrep⟩
    by_contra hne
    -- the difference of two candidates is tangent and has zero length
    have hE : IsTangent C (D - canonicalGradient C G) := by
      unfold IsTangent at *
      rw [Matrix.mul_sub, transpose_sub, hD, htan]
      abel
    have hpos := canonicalMetric_pos hC (sub_ne_zero.mpr hne)
    have hsub : ∀ Y, canonicalMetric C (D - canonicalGradient C G) Y
        = canonicalMetric C D Y - canonicalMetric C (canonicalGradient C G) Y := by
      intro Y
      simp only [canonicalMetric_eq, Matrix.mul_sub, transpose_sub, Matrix.sub_mul,
        trace_sub]
      ring
    rw [hsub, hDrep _ hE, hrep _ hE, sub_self] at hpos
    exact lt_irrefl _ hpos
  · rintro rfl
    exact ⟨htan, hrep⟩
```

## The generator and the slope

Antisymmetry of the generator follows from its form alone, for any `C` and `G`.

```lean
omit [Fintype n] [DecidableEq n] [DecidableEq k] in
/-- The orbital-rotation generator is antisymmetric. -/
theorem generator_transpose (C G : Matrix n k ℝ) :
    (generator C G)ᵀ = -generator C G := by
  simp only [generator, transpose_sub, transpose_mul, transpose_transpose, neg_sub]
```

Orthonormality is used to identify $WC$ with the gradient, since it removes the factor $C^TC$ from $GC^TC$.

```lean
omit [DecidableEq n] in
/-- For orthonormal orbitals, the generator acting on them gives `G - C Gᵀ C`. -/
theorem generator_mul {C : Matrix n k ℝ} (hC : Cᵀ * C = 1) (G : Matrix n k ℝ) :
    generator C G * C = canonicalGradient C G := by
  rw [generator, canonicalGradient, Matrix.sub_mul, Matrix.mul_assoc G, hC, Matrix.mul_one]
```

The slope formula splits $\operatorname{tr}(W^TW)$ into two traces in `h3`. The statements `h1` and `h2` turn them into $\operatorname{tr}(G^TWC)$ and its negative by transposition, cyclic permutation and the antisymmetry of $W$.

```lean
omit [DecidableEq n] in
/-- For orthonormal orbitals, `tr (Gᵀ D)` with `D = G - C Gᵀ C` is half the squared Frobenius norm
of the generator. -/
theorem slope_along_gradient {C : Matrix n k ℝ} (hC : Cᵀ * C = 1) (G : Matrix n k ℝ) :
    trace (Gᵀ * canonicalGradient C G)
      = 1 / 2 * trace ((generator C G)ᵀ * generator C G) := by
  have h1 : ∀ W : Matrix n n ℝ, trace (Wᵀ * (G * Cᵀ)) = trace (Gᵀ * (W * C)) := by
    intro W
    rw [← trace_transpose (Wᵀ * (G * Cᵀ)), transpose_mul, transpose_mul,
      transpose_transpose, transpose_transpose, Matrix.mul_assoc C Gᵀ W,
      trace_mul_comm C (Gᵀ * W), Matrix.mul_assoc Gᵀ W C]
  have h2 : trace ((generator C G)ᵀ * (C * Gᵀ)) = -trace (Gᵀ * (generator C G * C)) := by
    rw [generator_transpose, Matrix.neg_mul, trace_neg,
      ← Matrix.mul_assoc (generator C G) C Gᵀ, trace_mul_comm (generator C G * C) Gᵀ]
  have h3 : trace ((generator C G)ᵀ * generator C G)
      = trace ((generator C G)ᵀ * (G * Cᵀ)) - trace ((generator C G)ᵀ * (C * Gᵀ)) := by
    rw [← trace_sub, ← Matrix.mul_sub]
    rfl
  rw [h3, h1, h2, generator_mul hC]
  ring
```

## Solvability and orthonormality of the Cayley step

The symbol `∃!` means that there is exactly one `C'`. The theorem covers every real `τ` and does not require `C` to be orthonormal. The `generalize` step replaces $\tfrac{\tau}{2}W$ by a matrix `A` of which only antisymmetry is remembered. Then `hdet` shows that $1+A$ is invertible: a zero determinant would provide a nonzero null vector `v`, and `hq` makes $v^TAv$ its own negative. The equivalence `hiff` rewrites the implicit equation as the linear system, which the inverse solves.

```lean
omit [DecidableEq k] in
/-- For every real step length the implicit Cayley step has exactly one solution. -/
theorem cayleyStep_existsUnique (C G : Matrix n k ℝ) (τ : ℝ) :
    ∃! C', IsCayleyStep C G τ C' := by
  unfold IsCayleyStep
  have hA : ((τ / 2) • generator C G)ᵀ = -((τ / 2) • generator C G) := by
    rw [transpose_smul, generator_transpose, smul_neg]
  generalize (τ / 2) • generator C G = A at hA ⊢
  -- `1 + A` has no null vector, because `v ⬝ᵥ A *ᵥ v = 0`
  have hdet : IsUnit (1 + A).det := by
    rw [isUnit_iff_ne_zero]
    intro h
    obtain ⟨v, hv, h0⟩ := Matrix.exists_mulVec_eq_zero_iff.mpr h
    have hq : v ⬝ᵥ (A *ᵥ v) = -(v ⬝ᵥ (A *ᵥ v)) := by
      conv_lhs => rw [Matrix.dotProduct_mulVec, ← Matrix.mulVec_transpose, hA,
        Matrix.neg_mulVec, neg_dotProduct, dotProduct_comm]
    have h1 : v ⬝ᵥ ((1 + A) *ᵥ v) = 0 := by rw [h0, dotProduct_zero]
    rw [Matrix.add_mulVec, Matrix.one_mulVec, dotProduct_add] at h1
    exact hv (dotProduct_self_eq_zero.mp (by linarith))
  have hiff : ∀ Y : Matrix n k ℝ,
      Y = C - A * (C + Y) ↔ (1 + A) * Y = (1 - A) * C := by
    intro Y
    rw [Matrix.add_mul, Matrix.sub_mul, Matrix.one_mul, Matrix.one_mul, Matrix.mul_add,
      ← sub_sub, eq_sub_iff_add_eq]
  refine ⟨(1 + A)⁻¹ * ((1 - A) * C), ?_, ?_⟩
  · exact (hiff _).mpr (Matrix.mul_nonsing_inv_cancel_left _ _ hdet)
  · intro Y hY
    rw [← (hiff Y).mp hY, Matrix.nonsing_inv_mul_cancel_left _ _ hdet]
```

The last theorem starts from orthonormal `C` and any solution `C'` of the step equation. Here `hd` is $C'-C=-AM$, `h0` is the vanishing symmetrised product, and `h1` identifies that product with twice the change in the overlap matrix of the orbitals.

```lean
omit [DecidableEq n] in
/-- A Cayley step of any length takes orthonormal orbitals to orthonormal orbitals. -/
theorem cayleyStep_orthonormal {C G C' : Matrix n k ℝ} {τ : ℝ} (hC : Cᵀ * C = 1)
    (h : IsCayleyStep C G τ C') : C'ᵀ * C' = 1 := by
  unfold IsCayleyStep at h
  have hA : ((τ / 2) • generator C G)ᵀ = -((τ / 2) • generator C G) := by
    rw [transpose_smul, generator_transpose, smul_neg]
  generalize (τ / 2) • generator C G = A at hA h
  have hd : C' - C = -(A * (C + C')) := by
    rw [sub_eq_iff_eq_add, neg_add_eq_sub]
    exact h
  -- the change of the overlap matrix is a symmetrised product with the midpoint
  have h0 : (C' - C)ᵀ * (C + C') + (C + C')ᵀ * (C' - C) = 0 := by
    rw [hd, transpose_neg, transpose_mul, hA, Matrix.mul_neg, neg_neg, Matrix.mul_neg,
      Matrix.mul_assoc, add_neg_cancel]
  have h1 : (C' - C)ᵀ * (C + C') + (C + C')ᵀ * (C' - C)
      = (2 : ℝ) • (C'ᵀ * C' - Cᵀ * C) := by
    simp only [transpose_sub, transpose_add, Matrix.sub_mul, Matrix.add_mul,
      Matrix.mul_sub, Matrix.mul_add]
    module
  rw [h1] at h0
  have h2 := (smul_eq_zero.mp h0).resolve_left two_ne_zero
  rw [← hC]
  exact sub_eq_zero.mp h2

end

end StiefelCanonicalGradient
```

For direct minimisation of Hartree–Fock or Kohn–Sham energies with real orbitals in a finite orthonormal basis, these theorems supply a search direction and an update that needs no separate orthonormalisation in exact arithmetic. Convergence of the iteration is a different question, which depends on the energy function and on the choice of $\tau$.

```lean
#print axioms StiefelCanonicalGradient.canonicalMetric_pos
-- 'StiefelCanonicalGradient.canonicalMetric_pos' depends on axioms: [propext, Classical.choice, Quot.sound]
#print axioms StiefelCanonicalGradient.canonicalGradient_unique
-- 'StiefelCanonicalGradient.canonicalGradient_unique' depends on axioms: [propext, Classical.choice, Quot.sound]
#print axioms StiefelCanonicalGradient.cayleyStep_existsUnique
-- 'StiefelCanonicalGradient.cayleyStep_existsUnique' depends on axioms: [propext, Classical.choice, Quot.sound]
#print axioms StiefelCanonicalGradient.cayleyStep_orthonormal
-- 'StiefelCanonicalGradient.cayleyStep_orthonormal' depends on axioms: [propext, Classical.choice, Quot.sound]
```
